# A second-order window for the ground energy of a gapped Hamiltonian in finite dimension

Let $F$ be a finite-dimensional complex inner product space, with $\langle x,y\rangle$ conjugate-linear in $x$. The unperturbed Hamiltonian $H$ and the perturbation $V$ are Hermitian, and $v=\|V\|$ is the operator norm. A unit vector $u$ satisfies $Hu=E_0u$, and every eigenvector of $H$ orthogonal to $u$ has eigenvalue at least $E_0+g$. The number $g$ stands for the excitation gap, or any lower bound on it. Define the first-order energy and the residual by

$$a=E_0+\langle u,Vu\rangle,\qquad r=Vu-\langle u,Vu\rangle u .$$

**Claim.** If $2v<g$, the lowest eigenvalue $E$ of $H+V$ satisfies

$$a-\frac{\|r\|^2}{g-2v}\;\le\;E\;\le\;a .$$

For a Hamiltonian matrix in a finite orthonormal basis, this puts an error bar on the first-order energy whenever a known lower bound on the gap exceeds twice a known upper bound on $\|V\|$. It brackets the lowest eigenvalue of that matrix and does not address basis-set error.

## Completing the square in the excited component

Since $V$ is Hermitian, $\langle u,Vu\rangle$ is real. Hence $\langle u,r\rangle=0$ and $(H+V)u=au+r$. Write any state as $x=cu+w$, with $c=\langle u,x\rangle$ and $w\perp u$. Then $\|x\|^2=|c|^2+\|w\|^2$. The two cross terms in the energy are complex conjugates, so

$$\langle x,(H+V)x\rangle=a|c|^2+2\,\mathrm{Re}\,(c\langle w,r\rangle)+\langle w,(H+V)w\rangle .$$

Expanding $w$ in eigenvectors of $H$ orthogonal to $u$ gives $\langle w,Hw\rangle\ge(E_0+g)\|w\|^2$. Also $\langle w,Vw\rangle\ge-v\|w\|^2$ and $a\le E_0+v$. With $d=g-2v>0$, the last term is therefore at least $(E_0+g-v)\|w\|^2\ge(a+d)\|w\|^2$. By Cauchy–Schwarz,

$$\begin{aligned}\langle x,(H+V)x\rangle&\ge a\|x\|^2-2|c|\,\|w\|\,\|r\|+d\|w\|^2\\&=a\|x\|^2+d\Big(\|w\|-\frac{|c|\,\|r\|}{d}\Big)^2-\frac{\|r\|^2}{d}|c|^2\\&\ge\Big(a-\frac{\|r\|^2}{d}\Big)\|x\|^2 .\end{aligned}$$

Taking $x$ to be an eigenvector at $E$ and dividing by $\|x\|^2$ gives the lower bound. For the upper bound, expand $u$ in an eigenbasis of $H+V$: its energy $a$ is a weighted average of eigenvalues, none below $E$.

## A perturbation too strong for the gap

The condition $2v<g$ matters even when the residual vanishes. Take $H=\mathrm{diag}(0,1)$, $V=\mathrm{diag}(s,-s)$ and $u=(1,0)$, with $s>1/2$. Then $g=1$, $v=s$, $a=s$ and $r=0$, so the window would force $E=s$. The lowest eigenvalue is $1-s<s$: the levels have crossed.

## Operators, energies and the gap in Lean

Operators are continuous linear maps `F →L[ℂ] F`, so `‖V‖` is the operator norm. The unperturbed Hamiltonian is `H`.

```lean
import Mathlib

open scoped InnerProductSpace ComplexConjugate

namespace SecondOrderWindow

noncomputable section

variable {F : Type*} [NormedAddCommGroup F] [InnerProductSpace ℂ F]
  {H V : F →L[ℂ] F} {u : F} {E₀ g : ℝ}

/-- A bounded operator is Hermitian if it moves freely across the inner product. -/
def Hermitian (T : F →L[ℂ] F) : Prop := ∀ x y, ⟪T x, y⟫_ℂ = ⟪x, T y⟫_ℂ
```

The quantity `expect T x` is not normalised: for Hermitian `T` and nonzero `x` it is $\|x\|^2$ times the expectation value.

```lean
/-- The real part of `⟨x, T x⟩`, which is the expectation value for Hermitian `T` and unit `x`. -/
def expect (T : F →L[ℂ] F) (x : F) : ℝ := (⟪x, T x⟫_ℂ).re

/-- The residual `V u - ⟨u, V u⟩ u` of a Hermitian perturbation `V` on the state `u`. -/
def residual (V : F →L[ℂ] F) (u : F) : F := V u - (expect V u : ℂ) • u
```

The ground energy is the least real eigenvalue. The window takes `IsGroundEnergy (H + V) E` as a hypothesis.

```lean
/-- `E` is the lowest real eigenvalue of `T`. -/
def IsGroundEnergy (T : F →L[ℂ] F) (E : ℝ) : Prop :=
  IsLeast {μ : ℝ | ∃ x : F, x ≠ 0 ∧ T x = (μ : ℂ) • x} E
```

The gap is a condition on eigenvectors only. In dimension one it is vacuous, and the residual is zero.

```lean
/-- `H` is Hermitian with unit eigenvector `u` at energy `E₀`, and all eigenvectors
orthogonal to `u` have eigenvalue at least `E₀ + g`. -/
structure GappedGround (H : F →L[ℂ] F) (u : F) (E₀ g : ℝ) : Prop where
  herm : Hermitian H
  unit : ‖u‖ = 1
  eigen : H u = (E₀ : ℂ) • u
  gap : ∀ (μ : ℝ) (x : F), x ≠ 0 → ⟪u, x⟫_ℂ = 0 → H x = (μ : ℂ) • x → E₀ + g ≤ μ
```

## The split energy and the bound for every state

Three short lemmas supply norms and the Hermiticity of the sum.

```lean
/-- The real part of the inner product of a vector with itself is its squared norm. -/
theorem re_inner_self (x : F) : (⟪x, x⟫_ℂ).re = ‖x‖ ^ 2 :=
  inner_self_eq_norm_sq (𝕜 := ℂ) x

/-- A unit vector has inner product one with itself. -/
theorem inner_unit (hu : ‖u‖ = 1) : ⟪u, u⟫_ℂ = 1 := by
  rw [inner_self_eq_norm_sq_to_K, hu]; simp

/-- The sum of two Hermitian operators is Hermitian. -/
theorem Hermitian.add (hH : Hermitian H) (hV : Hermitian V) : Hermitian (H + V) := by
  intro x y
  change ⟪H x + V x, y⟫_ℂ = ⟪x, H y + V y⟫_ℂ
  rw [inner_add_left, inner_add_right, hH x y, hV x y]
```

Next come $r\perp u$ and $(H+V)u=au+r$, followed by the splitting of norm and energy. The proof of the latter evaluates the inner products and compares real parts.

```lean
/-- If `H u = E₀ u` with `u` a unit vector and `V` is Hermitian, the residual is orthogonal
to `u`, and `H + V` maps `u` to `(E₀ + ⟨u, V u⟩) u` plus the residual. -/
theorem residual_spec (hV : Hermitian V) (hu : ‖u‖ = 1) (he : H u = (E₀ : ℂ) • u) :
    ⟪u, residual V u⟫_ℂ = 0 ∧
      (H + V) u = ((E₀ + expect V u : ℝ) : ℂ) • u + residual V u := by
  have hr : ((expect V u : ℝ) : ℂ) = ⟪u, V u⟫_ℂ :=
    Complex.conj_eq_iff_re.mp (by rw [inner_conj_symm, hV u u])
  constructor
  · rw [residual, inner_sub_right, inner_smul_right, inner_unit hu, hr, mul_one, sub_self]
  · change H u + V u = _
    rw [he, residual, Complex.ofReal_add]
    module

/-- If `T` is Hermitian and `T u = a u + r` with `u` a unit vector and `r`, `w` orthogonal
to `u`, the squared norm and the energy of `c u + w` split into parts along `u` and `w`,
the energy with a coupling through `r`. -/
theorem expect_split {T : F →L[ℂ] F} (hT : Hermitian T) {r w : F} {a : ℝ}
    (hu : ‖u‖ = 1) (hTu : T u = (a : ℂ) • u + r) (hr : ⟪u, r⟫_ℂ = 0)
    (hw : ⟪u, w⟫_ℂ = 0) (c : ℂ) :
    ‖c • u + w‖ ^ 2 = ‖c‖ ^ 2 + ‖w‖ ^ 2 ∧
      expect T (c • u + w) = a * ‖c‖ ^ 2 + 2 * (c * ⟪w, r⟫_ℂ).re + expect T w := by
  have huu := inner_unit hu
  have hwu : ⟪w, u⟫_ℂ = 0 := by rw [← inner_conj_symm, hw, map_zero]
  have h1 : ⟪u, T u⟫_ℂ = a := by
    rw [hTu, inner_add_right, inner_smul_right, huu, hr, mul_one, add_zero]
  have h2 : ⟪w, T u⟫_ℂ = ⟪w, r⟫_ℂ := by
    rw [hTu, inner_add_right, inner_smul_right, hwu, mul_zero, zero_add]
  have h3 : ⟪u, T w⟫_ℂ = conj ⟪w, r⟫_ℂ := by rw [← hT u w, ← h2, inner_conj_symm]
  constructor
  · rw [← re_inner_self (c • u + w), ← re_inner_self w, Complex.sq_norm, Complex.normSq_apply]
    simp only [inner_add_left, inner_add_right, inner_smul_left, inner_smul_right, huu, hw,
      hwu, Complex.add_re, Complex.add_im, Complex.mul_re, Complex.mul_im, Complex.conj_re,
      Complex.conj_im, Complex.one_re, Complex.one_im, Complex.zero_re, Complex.zero_im]
    ring
  · unfold expect
    simp only [map_add, map_smul, inner_add_left, inner_add_right, inner_smul_left,
      inner_smul_right, h1, h2, h3]
    generalize ⟪w, r⟫_ℂ = z
    rw [Complex.sq_norm, Complex.normSq_apply]
    simp only [Complex.add_re, Complex.add_im, Complex.mul_re, Complex.mul_im,
      Complex.conj_re, Complex.conj_im, Complex.ofReal_re, Complex.ofReal_im]
    ring
```

The lower bound for every state holds in any dimension for bounded operators, because here the gap inequality on expectation values is assumed. In the proof, `hc` is the Cauchy–Schwarz step, `hex` expands the square, and `hq` accounts for replacing $|c|^2$ by $\|x\|^2$. Finally, `nlinarith` combines the estimates.

```lean
/-- In any dimension, if Hermitian `H`, `V` satisfy `H u = E₀ u` for a unit vector `u`,
`⟨w, H w⟩ ≥ (E₀ + g)‖w‖²` for `w` orthogonal to `u`, and `2‖V‖ < g`, then every state obeys
the second-order lower bound. -/
theorem energy_lower_bound (hH : Hermitian H) (hV : Hermitian V) (hu : ‖u‖ = 1)
    (he : H u = (E₀ : ℂ) • u)
    (hgap : ∀ w, ⟪u, w⟫_ℂ = 0 → (E₀ + g) * ‖w‖ ^ 2 ≤ expect H w)
    (hv : 2 * ‖V‖ < g) (x : F) :
    (E₀ + expect V u - ‖residual V u‖ ^ 2 / (g - 2 * ‖V‖)) * ‖x‖ ^ 2
      ≤ expect (H + V) x := by
  obtain ⟨hr, hTu⟩ := residual_spec hV hu he
  have hb : ∀ y, |expect V y| ≤ ‖V‖ * ‖y‖ ^ 2 := fun y => by
    calc |expect V y| ≤ ‖⟪y, V y⟫_ℂ‖ := Complex.abs_re_le_norm _
      _ ≤ ‖y‖ * ‖V y‖ := norm_inner_le_norm _ _
      _ ≤ ‖y‖ * (‖V‖ * ‖y‖) := by gcongr; exact V.le_opNorm y
      _ = ‖V‖ * ‖y‖ ^ 2 := by ring
  -- split the state into its part along `u` and the rest
  obtain ⟨c, w, hw, rfl⟩ : ∃ (c : ℂ) (w : F), ⟪u, w⟫_ℂ = 0 ∧ x = c • u + w := by
    refine ⟨⟪u, x⟫_ℂ, x - ⟪u, x⟫_ℂ • u, ?_, by abel⟩
    rw [inner_sub_right, inner_smul_right, inner_unit hu, mul_one, sub_self]
  obtain ⟨hn, hs⟩ := expect_split (hH.add hV) hu hTu hr hw c
  have hadd : expect (H + V) w = expect H w + expect V w := by
    unfold expect
    change (⟪w, H w + V w⟫_ℂ).re = _
    rw [inner_add_right, Complex.add_re]
  have hc : -(‖c‖ * (‖w‖ * ‖residual V u‖)) ≤ (c * ⟪w, residual V u⟫_ℂ).re := by
    refine (abs_le.mp ((Complex.abs_re_le_norm _).trans ?_)).1
    rw [norm_mul]
    gcongr
    exact norm_inner_le_norm _ _
  have hVu := (abs_le.mp (hb u)).2
  rw [hu, one_pow, mul_one] at hVu
  have hVw := (abs_le.mp (hb w)).1
  have hHw := hgap w hw
  rw [hn, hs, hadd]
  generalize ‖residual V u‖ = R at *
  obtain ⟨d, hd⟩ : ∃ d, d = g - 2 * ‖V‖ := ⟨_, rfl⟩
  have hd0 : 0 < d := by linarith
  rw [← hd]
  -- complete the square in the norm of `w`
  have hsq : 0 ≤ d * (‖w‖ - ‖c‖ * R / d) ^ 2 := by positivity
  have hex : d * (‖w‖ - ‖c‖ * R / d) ^ 2
      = d * ‖w‖ ^ 2 - 2 * (‖c‖ * (‖w‖ * R)) + R ^ 2 / d * ‖c‖ ^ 2 := by
    field_simp
    ring
  have hq : 0 ≤ R ^ 2 / d * ‖w‖ ^ 2 := by positivity
  have hm : (E₀ + expect V u + d) * ‖w‖ ^ 2 ≤ (E₀ + g - ‖V‖) * ‖w‖ ^ 2 :=
    mul_le_mul_of_nonneg_right (by linarith) (by positivity)
  nlinarith
```

An explicit example with nonzero residual shows that the hypotheses on `H` and `V` are consistent. For the norm condition, the estimate $\|V\|\le2$ is enough.

```lean
/-- For an orthonormal pair `u`, `e`, the Hamiltonian `5 (1 - |u⟩⟨u|)` and the coupling
`|u⟩⟨e| + |e⟩⟨u|` meet the window's conditions on `H` and `V` for `E₀ = 0` and `g = 5`, with
residual `e`. -/
theorem window_witness {e : F} (hu : ‖u‖ = 1) (he : ‖e‖ = 1) (hue : ⟪u, e⟫_ℂ = 0) :
    let K : F → F → (F →L[ℂ] F) := fun x y => ContinuousLinearMap.smulRight (innerSL ℂ y) x
    GappedGround (((5 : ℝ) : ℂ) • (ContinuousLinearMap.id ℂ F - K u u)) u 0 5 ∧
      Hermitian (K u e + K e u) ∧ 2 * ‖K u e + K e u‖ < 5 ∧
      residual (K u e + K e u) u = e := by
  intro K
  have huu := inner_unit hu
  have heu : ⟪e, u⟫_ℂ = 0 := by rw [← inner_conj_symm, hue, map_zero]
  have hH : ∀ x, (((5 : ℝ) : ℂ) • (ContinuousLinearMap.id ℂ F - K u u)) x
      = ((5 : ℝ) : ℂ) • (x - ⟪u, x⟫_ℂ • u) := fun _ => rfl
  have hV : ∀ x, (K u e + K e u) x = ⟪e, x⟫_ℂ • u + ⟪u, x⟫_ℂ • e := fun _ => rfl
  refine ⟨⟨fun x y => ?_, hu, ?_, fun μ x hx hux hex => ?_⟩, fun x y => ?_, ?_, ?_⟩
  · rw [hH, hH]
    simp only [inner_smul_left, inner_smul_right, inner_sub_left, inner_sub_right,
      Complex.conj_ofReal, inner_conj_symm]
    ring
  · rw [hH, huu]
    simp
  · rw [hH, hux, zero_smul, sub_zero] at hex
    have h5 : ((5 : ℝ) : ℂ) = (μ : ℂ) := smul_left_injective ℂ hx hex
    linarith [Complex.ofReal_injective h5]
  · rw [hV, hV]
    simp only [inner_smul_left, inner_smul_right, inner_add_left, inner_add_right,
      inner_conj_symm]
    ring
  · have hn : ‖K u e + K e u‖ ≤ 2 := by
      refine ContinuousLinearMap.opNorm_le_bound _ (by norm_num) fun x => ?_
      have h1 := norm_inner_le_norm (𝕜 := ℂ) e x
      have h2 := norm_inner_le_norm (𝕜 := ℂ) u x
      have h3 := norm_add_le (⟪e, x⟫_ℂ • u) (⟪u, x⟫_ℂ • e)
      rw [norm_smul, norm_smul, hu, he] at h3
      rw [he] at h1
      rw [hu] at h2
      rw [hV]
      linarith
    linarith
  · have h0 : expect (K u e + K e u) u = 0 := by
      rw [expect, hV, heu, huu, zero_smul, zero_add, one_smul, hue, Complex.zero_re]
    rw [residual, h0, hV, heu, huu]
    simp
```

## From eigenvalues to the window

Finite dimension enters here, through an orthonormal eigenbasis. The lemma below serves both ends of the window: each basis vector either has eigenvalue at least `m` or carries no weight in `w`.

```lean
variable [FiniteDimensional ℂ F]

/-- In finite dimension, if every eigenvector of a Hermitian `T` has eigenvalue at least `m`
or is orthogonal to `w`, then `⟨w, T w⟩` is at least `m‖w‖²`. -/
theorem expect_ge_of_eigen {T : F →L[ℂ] F} (hT : Hermitian T) (w : F) (m : ℝ)
    (h : ∀ (μ : ℝ) (x : F), x ≠ 0 → T x = (μ : ℂ) • x → m ≤ μ ∨ ⟪x, w⟫_ℂ = 0) :
    m * ‖w‖ ^ 2 ≤ expect T w := by
  have hS : (T : F →ₗ[ℂ] F).IsSymmetric := fun x y => hT x y
  obtain ⟨b, l, hb⟩ : ∃ (b : OrthonormalBasis (Fin (Module.finrank ℂ F)) ℂ F)
      (l : Fin (Module.finrank ℂ F) → ℝ), ∀ i, T (b i) = (l i : ℂ) • b i :=
    ⟨hS.eigenvectorBasis rfl, hS.eigenvalues rfl, fun i => hS.apply_eigenvectorBasis rfl i⟩
  -- `expect T w` is the sum of the eigenvalues weighted by the squared overlaps with `w`
  have e1 : expect T w = ∑ i, l i * ‖⟪b i, w⟫_ℂ‖ ^ 2 := by
    rw [expect, ← b.sum_inner_mul_inner w (T w), Complex.re_sum]
    refine Finset.sum_congr rfl fun i _ => ?_
    rw [← hT (b i) w, hb, inner_smul_left, Complex.conj_ofReal, ← inner_conj_symm w (b i)]
    generalize ⟪b i, w⟫_ℂ = z
    rw [Complex.sq_norm, Complex.normSq_apply]
    simp only [Complex.mul_re, Complex.mul_im, Complex.conj_re, Complex.conj_im,
      Complex.ofReal_re, Complex.ofReal_im]
    ring
  rw [e1, ← b.sum_sq_norm_inner_right w, Finset.mul_sum]
  refine Finset.sum_le_sum fun i _ => ?_
  rcases h (l i) (b i) (b.orthonormal.ne_zero i) (hb i) with h | h
  · exact mul_le_mul_of_nonneg_right h (by positivity)
  · rw [h, norm_zero]
    simp
```

For the gap inequality, an eigenvector $x$ of $H$ may overlap $u$. Subtracting $\langle u,x\rangle u$ leaves either an eigenvector orthogonal to $u$ with the same eigenvalue, to which the gap applies, or zero, in which case $x\perp w$.

```lean
/-- For a gapped Hamiltonian in finite dimension, every vector `w` orthogonal to `u`
has `⟨w, H w⟩` at least `(E₀ + g)‖w‖²`. -/
theorem GappedGround.expect_ge (h : GappedGround H u E₀ g) (w : F) (hw : ⟪u, w⟫_ℂ = 0) :
    (E₀ + g) * ‖w‖ ^ 2 ≤ expect H w := by
  refine expect_ge_of_eigen h.herm w _ fun μ x _ he => ?_
  have hc := h.herm u x
  rw [h.eigen, he, inner_smul_left, inner_smul_right, Complex.conj_ofReal] at hc
  -- removing the `u` component leaves an eigenvector or nothing
  by_cases hp : x - ⟪u, x⟫_ℂ • u = 0
  · right
    rw [sub_eq_zero.mp hp, inner_smul_left, hw, mul_zero]
  · refine Or.inl (h.gap μ _ hp ?_ ?_)
    · rw [inner_sub_right, inner_smul_right, inner_unit h.unit, mul_one, sub_self]
    · rw [map_sub, map_smul, he, h.eigen, smul_sub, smul_smul, smul_smul,
        mul_comm _ (E₀ : ℂ), hc]
```

The final theorem evaluates the lower bound at a ground eigenvector and uses `u` as the trial state for the upper bound.

```lean
/-- Second-order window: for a gapped `H` and Hermitian `V` with `2‖V‖ < g` in finite
dimension, the ground energy of `H + V` lies at or below the first-order energy, by at most
the squared residual norm over `g - 2‖V‖`. -/
theorem ground_energy_window {E : ℝ} (h : GappedGround H u E₀ g) (hV : Hermitian V)
    (hv : 2 * ‖V‖ < g) (hE : IsGroundEnergy (H + V) E) :
    E₀ + expect V u - ‖residual V u‖ ^ 2 / (g - 2 * ‖V‖) ≤ E ∧ E ≤ E₀ + expect V u := by
  constructor
  · obtain ⟨x, hx, he⟩ := hE.1
    have hl := energy_lower_bound h.herm hV h.unit h.eigen h.expect_ge hv x
    rw [expect.eq_def (H + V) x, he, inner_smul_right, Complex.re_ofReal_mul,
      re_inner_self] at hl
    exact le_of_mul_le_mul_right hl (pow_pos (norm_pos_iff.mpr hx) 2)
  · -- `u` is a trial state for `H + V`
    have hl := expect_ge_of_eigen (h.herm.add hV) u E
      fun μ y hy he => Or.inl (hE.2 ⟨y, hy, he⟩)
    obtain ⟨hr, hTu⟩ := residual_spec hV h.unit h.eigen
    rw [expect, hTu, inner_add_right, inner_smul_right, hr, add_zero,
      Complex.re_ofReal_mul, re_inner_self, h.unit] at hl
    linarith

end

end SecondOrderWindow
```

```lean
#print axioms SecondOrderWindow.ground_energy_window
-- 'SecondOrderWindow.ground_energy_window' depends on axioms: [propext, Classical.choice, Quot.sound]
```
